# Static response of a finite-dimensional quantum system, bounded by equal-time averages

In a finite-dimensional model at high temperature, a static susceptibility can be estimated without an imaginary-time integral: the integral is replaced by the inverse temperature times an equal-time fluctuation. The result below says in which direction this estimate errs and by how much at most.

Let $H$ be the Hamiltonian and $A$ the observable, both Hermitian matrices, let $\beta>0$ be the inverse temperature, and set $\hbar=1$. Write $\langle X\rangle$ for the Gibbs average and

$$K=\int_0^\beta\langle e^{sH}Ae^{-sH}A\rangle\,ds .$$

Then

$$\beta\langle A^2\rangle-\frac{\beta^2}{12}\langle[A,[H,A]]\rangle\;\le\;K\;\le\;\beta\langle A^2\rangle .$$

When a field $h$ changes the Hamiltonian to $H-hA$, the isothermal susceptibility $d\langle A\rangle/dh$ at $h=0$ is $K-\beta\langle A\rangle^2$. Replacing $K$ by $\beta\langle A^2\rangle$ therefore overestimates it, or leaves it unchanged, and the error is at most the double-commutator term.

## Averages and imaginary time

Matrices have complex entries, with rows and columns labelled by a finite type `n`.

```lean
import Mathlib

open Matrix
open scoped ComplexOrder

namespace StaticResponseBounds

noncomputable section

variable {n : Type*} [Fintype n] [DecidableEq n]
```

The commutator is $[X,Y]=XY-YX$.

```lean
/-- The commutator `[X, Y] = XY - YX`. -/
def comm (X Y : Matrix n n ℂ) : Matrix n n ℂ := X * Y - Y * X
```

With the partition function $Z=\operatorname{tr}e^{-\beta H}$, the Gibbs average is $\langle X\rangle=\operatorname{tr}(e^{-\beta H}X)/Z$. It is defined as a complex number for any matrices. For Hermitian $H$ and nonempty `n`, $Z$ is positive; for empty `n`, Lean's $0/0=0$ makes every average zero and the bounds trivial.

```lean
/-- The Gibbs average `tr(exp(-βH) X) / tr(exp(-βH))`, for a nonzero partition function. -/
def gibbsAverage (β : ℝ) (H X : Matrix n n ℂ) : ℂ :=
  (NormedSpace.exp ((-β) • H) * X).trace / (NormedSpace.exp ((-β) • H)).trace
```

Imaginary-time evolution takes $X$ to $X(s)=e^{sH}Xe^{-sH}$.

```lean
/-- The matrix `X` evolved in imaginary time, `exp(sH) X exp(-sH)`. -/
def imaginaryTime (H X : Matrix n n ℂ) (s : ℝ) : Matrix n n ℂ :=
  NormedSpace.exp (s • H) * X * NormedSpace.exp ((-s) • H)
```

The correlation function of two matrices is $C_{XY}(s)=\langle X(s)Y\rangle$.

```lean
/-- The imaginary-time correlation function `⟨exp(sH) X exp(-sH) Y⟩`,
for a nonzero partition function. -/
def correlation (β : ℝ) (H X Y : Matrix n n ℂ) (s : ℝ) : ℂ :=
  gibbsAverage β H (imaginaryTime H X s * Y)
```

The name static response is used here for $K=\int_0^\beta C_{AA}(s)\,ds$, without subtraction of $\langle A\rangle^2$. It equals the isothermal susceptibility when $\langle A\rangle=0$; otherwise $\beta\langle A\rangle^2$ has to be subtracted.

```lean
/-- The static response of `A`: its imaginary-time correlation function integrated over
`[0, β]`, for a nonzero partition function. -/
def staticResponse (β : ℝ) (H A : Matrix n n ℂ) : ℂ :=
  ∫ s in (0 : ℝ)..β, correlation β H A A s
```

## Positivity of the correlation function

Multiples of the same matrix commute, so $e^{aH}e^{bH}=e^{(a+b)H}$.

```lean
/-- Exponentials of multiples of the same Hamiltonian combine by adding the factors. -/
theorem exp_smul_mul (H : Matrix n n ℂ) (a b : ℝ) :
    NormedSpace.exp (a • H) * NormedSpace.exp (b • H) = NormedSpace.exp ((a + b) • H) := by
  rw [add_smul, Matrix.exp_add_of_commute _ _
    (((Commute.refl H).smul_left a).smul_right b)]
```

This lets each exponential be split into two equal halves. By cyclicity of the trace,

$$Z\,C_{XX^\dagger}(s)=\operatorname{tr}\!\left(e^{-(\beta-s)H}Xe^{-sH}X^\dagger\right)=\operatorname{tr}(MM^\dagger),\qquad M=e^{-(\beta-s)H/2}Xe^{-sH/2}.$$

Since $\operatorname{tr}(MM^\dagger)=\sum_{ij}|M_{ij}|^2\ge0$, and $Z$ has the same form with $M=e^{-\beta H/2}$, the quotient is real and nonnegative for every real $s$. In the proof, `hM` is the sum of squares, `hhalf` the splitting, and `hE` the hermiticity of the exponentials. The order on ℂ in `0 ≤ correlation β H X Xᴴ s` includes the statement that the imaginary part vanishes.

```lean
/-- For Hermitian `H`, the correlation function of `X` with its adjoint is real and
nonnegative at every imaginary time. -/
theorem correlation_nonneg (β : ℝ) {H : Matrix n n ℂ} (hH : H.IsHermitian)
    (X : Matrix n n ℂ) (s : ℝ) : 0 ≤ correlation β H X Xᴴ s := by
  have hdiv : ∀ a b : ℂ, 0 ≤ a → 0 ≤ b → 0 ≤ a / b := by
    intro a b ha hb
    obtain ⟨h1, h2⟩ := Complex.nonneg_iff.1 ha
    obtain ⟨h3, h4⟩ := Complex.nonneg_iff.1 hb
    have ea : a = (a.re : ℂ) := Complex.ext rfl h2.symm
    have eb : b = (b.re : ℂ) := Complex.ext rfl h4.symm
    rw [ea, eb, ← Complex.ofReal_div]
    exact Complex.zero_le_real.2 (div_nonneg h1 h3)
  have hM : ∀ M : Matrix n n ℂ, 0 ≤ (M * Mᴴ).trace := fun M => by
    simp only [Matrix.trace, Matrix.diag_apply, Matrix.mul_apply, Matrix.conjTranspose_apply]
    exact Finset.sum_nonneg fun i _ => Finset.sum_nonneg fun j _ => mul_star_self_nonneg _
  have hE : ∀ a : ℝ, (NormedSpace.exp (a • H))ᴴ = NormedSpace.exp (a • H) := fun a => by
    rw [← Matrix.exp_conjTranspose, Matrix.conjTranspose_smul, star_trivial, hH.eq]
  have hhalf : ∀ a : ℝ, NormedSpace.exp (a • H) =
      NormedSpace.exp ((a / 2) • H) * NormedSpace.exp ((a / 2) • H) := fun a => by
    rw [exp_smul_mul, add_halves]
  refine hdiv _ _ ?_ ?_
  · -- split both exponentials in halves: the trace is that of `M Mᴴ`
    have h := hM (NormedSpace.exp (((-β + s) / 2) • H) * X * NormedSpace.exp (((-s) / 2) • H))
    rw [Matrix.conjTranspose_mul, Matrix.conjTranspose_mul, hE, hE] at h
    refine le_of_le_of_eq h ?_
    rw [imaginaryTime, hhalf (-s)]
    simp only [← Matrix.mul_assoc]
    rw [exp_smul_mul, hhalf (-β + s), Matrix.trace_mul_comm]
    simp only [Matrix.mul_assoc]
  · have h := hM (NormedSpace.exp (((-β) / 2) • H))
    rwa [hE, ← hhalf] at h
```

## Derivatives as commutators

The product rule gives

$$\frac{d}{ds}e^{sH}Xe^{-sH}=e^{sH}(HX-XH)e^{-sH},$$

hence $C_{XY}'(s)=C_{[H,X]\,Y}(s)$. Lean differentiates the matrix function first (`h3`) and then applies the real-linear map `φ`, which takes $M$ to $\operatorname{Re}\langle MY\rangle$. The statement is therefore about real parts.

```lean
/-- The imaginary-time derivative of a correlation function replaces `X` by `[H, X]`
(stated for real parts). -/
theorem hasDerivAt_correlation (β : ℝ) (H X Y : Matrix n n ℂ) (s : ℝ) :
    HasDerivAt (fun s => (correlation β H X Y s).re)
      (correlation β H (comm H X) Y s).re s := by
  let φ : Matrix n n ℂ →ₗ[ℝ] ℝ :=
    { toFun := fun M => (gibbsAverage β H (M * Y)).re
      map_add' := fun M N => by
        simp only [gibbsAverage, Matrix.add_mul, Matrix.mul_add, Matrix.trace_add, add_div,
          Complex.add_re]
      map_smul' := fun r M => by
        simp only [gibbsAverage, Matrix.smul_mul, Matrix.mul_smul, Matrix.trace_smul,
          Complex.real_smul, mul_div_assoc, Complex.re_ofReal_mul, RingHom.id_apply,
          smul_eq_mul] }
  let : NormedRing (Matrix n n ℂ) := Matrix.linftyOpNormedRing
  let : NormedAlgebra ℝ (Matrix n n ℂ) := Matrix.linftyOpNormedAlgebra
  have h3 : HasDerivAt (imaginaryTime H X) (imaginaryTime H (comm H X) s) s := by
    have h := ((hasDerivAt_exp_smul_const H s).mul_const X).fun_mul
      (hasDerivAt_exp_smul_const' (-H) s)
    simp only [smul_neg, ← neg_smul] at h
    refine h.congr_deriv ?_
    simp only [imaginaryTime, comm]
    noncomm_ring
  exact (LinearMap.toContinuousLinearMap φ).hasFDerivAt.comp_hasDerivAt s h3
```

A commutator can be moved to the other observable. Since $H$ commutes with its exponentials, $[H,X](s)=[H,X(s)]$, and

$$\operatorname{tr}\!\left(e^{-\beta H}(HX(s)-X(s)H)Y\right)=\operatorname{tr}\!\left(e^{-\beta H}X(s)(YH-HY)\right).$$

In the first term $H$ passes through $e^{-\beta H}$ and goes round the trace to the right-hand end; in the second it stays where it is. Thus $C_{[H,X]\,Y}=C_{X\,[Y,H]}$. The step `alg` is this calculation for any three matrices commuting with $H$.

```lean
/-- Stationarity of the Gibbs state: a commutator with `H` moves from one observable of a
correlation function to the other. -/
theorem correlation_comm (β : ℝ) (H X Y : Matrix n n ℂ) (s : ℝ) :
    correlation β H (comm H X) Y s = correlation β H X (comm Y H) s := by
  -- `H` commutes with its exponentials: both products are the same derivative
  have hc : ∀ a : ℝ, H * NormedSpace.exp (a • H) = NormedSpace.exp (a • H) * H := fun a => by
    let : NormedRing (Matrix n n ℂ) := Matrix.linftyOpNormedRing
    let : NormedAlgebra ℝ (Matrix n n ℂ) := Matrix.linftyOpNormedAlgebra
    exact (hasDerivAt_exp_smul_const' H a).unique (hasDerivAt_exp_smul_const H a)
  -- cyclicity of the trace moves `H` around
  have alg : ∀ R P Q : Matrix n n ℂ, H * R = R * H → H * P = P * H → H * Q = Q * H →
      (R * (P * (H * X - X * H) * Q * Y)).trace =
        (R * (P * X * Q * (Y * H - H * Y))).trace := by
    intro R P Q hR hP hQ
    have h1 : R * P * H = H * (R * P) := by
      rw [Matrix.mul_assoc R P H, ← hP, ← Matrix.mul_assoc R H P, ← hR, Matrix.mul_assoc H R P]
    have h3 : R * (P * (H * X - X * H) * Q * Y) =
        R * P * H * (X * Q * Y) - R * P * X * (H * Q) * Y := by
      simp only [Matrix.mul_sub, Matrix.sub_mul, Matrix.mul_assoc]
    have h4 : R * (P * X * Q * (Y * H - H * Y)) =
        R * P * (X * Q * Y) * H - R * P * X * (Q * H) * Y := by
      simp only [Matrix.mul_sub, Matrix.mul_assoc]
    rw [h3, h4, h1, hQ, Matrix.trace_sub, Matrix.trace_sub,
      Matrix.mul_assoc H (R * P) (X * Q * Y), Matrix.trace_mul_comm H]
  simp only [correlation, gibbsAverage, imaginaryTime, comm]
  rw [alg _ _ _ (hc (-β)) (hc s) (hc (-s))]
```

At $s=0$ the evolution does nothing, so $C_{XY}(0)=\langle XY\rangle$. At $s=\beta$ the first two exponentials cancel:

$$Z\,C_{XY}(\beta)=\operatorname{tr}(Xe^{-\beta H}Y)=\operatorname{tr}(e^{-\beta H}YX)=Z\,\langle YX\rangle .$$

```lean
/-- At the ends `0` and `β` the correlation function is an equal-time average, with the two
observables in opposite orders (the Kubo-Martin-Schwinger condition). -/
theorem correlation_ends (β : ℝ) (H X Y : Matrix n n ℂ) :
    correlation β H X Y 0 = gibbsAverage β H (X * Y) ∧
    correlation β H X Y β = gibbsAverage β H (Y * X) := by
  constructor
  · simp [correlation, imaginaryTime, NormedSpace.exp_zero]
  · simp only [correlation, gibbsAverage, imaginaryTime]
    congr 1
    rw [Matrix.mul_assoc, Matrix.mul_assoc, ← Matrix.mul_assoc, exp_smul_mul, neg_add_cancel,
      zero_smul, NormedSpace.exp_zero, one_mul, Matrix.trace_mul_comm, Matrix.mul_assoc]
```

## The trapezoid rule with a signed error

Let $c_0$ be a real function with successive derivatives $c_1,\dots,c_4$, and put $T=\beta\,(c_0(0)+c_0(\beta))/2$. The weight $p(s)=s(\beta-s)/2$ vanishes at both ends, so two integrations by parts give

$$\int_0^\beta p\,c_2\,ds=\int_0^\beta\left(s-\tfrac{\beta}{2}\right)c_1\,ds=T-\int_0^\beta c_0\,ds .$$

If $c_2\ge0$, the integral of $c_0$ is at most $T$.

For the lower bound take $q(s)=s^2(\beta-s)^2/24$. Both $q$ and $q'$ vanish at the ends, while $q''=s^2/2-\beta s/2+\beta^2/12$ equals $\beta^2/12$ there and $q'''=s-\beta/2$. Hence

$$\int_0^\beta q\,c_4\,ds=\int_0^\beta q''c_2\,ds=\frac{\beta^2}{12}\left(c_1(\beta)-c_1(0)\right)-T+\int_0^\beta c_0\,ds .$$

If $c_4\ge0$, the left side is nonnegative, which bounds the integral of $c_0$ from below.

In Lean, `hU` and `hL` state these integrations by parts as derivatives of explicit antiderivatives, with `hp` differentiating the polynomial weights. The fundamental theorem of calculus gives `iU` and `iL`, and comparing integrands gives `mU` and `mL`.

```lean
/-- If `c k` are the successive derivatives of `c 0`, with the second and fourth nonnegative,
the integral of `c 0` over `[0, β]`, `β ≥ 0`, lies between the trapezoid value with its first
Euler-Maclaurin correction and the trapezoid value. -/
theorem trapezoid_bounds {c : ℕ → ℝ → ℝ} (hc : ∀ k s, HasDerivAt (c k) (c (k + 1) s) s)
    {β : ℝ} (hβ : 0 ≤ β) (h2 : ∀ s, 0 ≤ c 2 s) (h4 : ∀ s, 0 ≤ c 4 s) :
    β * (c 0 0 + c 0 β) / 2 - β ^ 2 / 12 * (c 1 β - c 1 0) ≤ ∫ s in (0 : ℝ)..β, c 0 s ∧
    ∫ s in (0 : ℝ)..β, c 0 s ≤ β * (c 0 0 + c 0 β) / 2 := by
  have k : ∀ i, Continuous (c i) := fun i =>
    continuous_iff_continuousAt.2 fun s => (hc i s).continuousAt
  have d0 : ∀ s, HasDerivAt (c 0) (c 1 s) s := hc 0
  have d1 : ∀ s, HasDerivAt (c 1) (c 2 s) s := hc 1
  have d2 : ∀ s, HasDerivAt (c 2) (c 3 s) s := hc 2
  have d3 : ∀ s, HasDerivAt (c 3) (c 4 s) s := hc 3
  have hp : ∀ p q r t u s : ℝ, HasDerivAt
      (fun s : ℝ => p * s ^ 4 + q * s ^ 3 + r * s ^ 2 + t * s + u)
      (4 * p * s ^ 3 + 3 * q * s ^ 2 + 2 * r * s + t) s := fun p q r t u s =>
    ((((((hasDerivAt_pow 4 s).const_mul p).fun_add ((hasDerivAt_pow 3 s).const_mul q)).fun_add
      ((hasDerivAt_pow 2 s).const_mul r)).fun_add
      ((hasDerivAt_id' s).const_mul t)).add_const u).congr_deriv (by norm_num; ring)
  -- repeated integration by parts, written as explicit antiderivatives
  have hL := fun s => (((((hp 0 0 0 1 (-β / 2) s).fun_mul (d0 s)).fun_add
    ((hp 0 0 (-1 / 2) (β / 2) (-β ^ 2 / 12) s).fun_mul (d1 s))).fun_add
    ((hp 0 (1 / 6) (-β / 4) (β ^ 2 / 12) 0 s).fun_mul (d2 s))).fun_add
    ((hp (-1 / 24) (β / 12) (-β ^ 2 / 24) 0 0 s).fun_mul (d3 s))).congr_deriv
    (show _ = c 0 s - s ^ 2 * (β - s) ^ 2 / 24 * c 4 s by ring)
  have hU := fun s => (((hp 0 0 0 1 (-β / 2) s).fun_mul (d0 s)).fun_add
    ((hp 0 0 (-1 / 2) (β / 2) 0 s).fun_mul (d1 s))).congr_deriv
    (show _ = c 0 s + s * (β - s) / 2 * c 2 s by ring)
  have kL : Continuous fun s => c 0 s - s ^ 2 * (β - s) ^ 2 / 24 * c 4 s :=
    (k 0).sub ((by fun_prop : Continuous fun s : ℝ => s ^ 2 * (β - s) ^ 2 / 24).mul (k 4))
  have kU : Continuous fun s => c 0 s + s * (β - s) / 2 * c 2 s :=
    (k 0).add ((by fun_prop : Continuous fun s : ℝ => s * (β - s) / 2).mul (k 2))
  have iL := intervalIntegral.integral_eq_sub_of_hasDerivAt (fun s _ => hL s)
    (kL.intervalIntegrable 0 β)
  have iU := intervalIntegral.integral_eq_sub_of_hasDerivAt (fun s _ => hU s)
    (kU.intervalIntegrable 0 β)
  have j0 : IntervalIntegrable (c 0) MeasureTheory.volume 0 β := (k 0).intervalIntegrable 0 β
  have jL : IntervalIntegrable (fun s => c 0 s - s ^ 2 * (β - s) ^ 2 / 24 * c 4 s)
    MeasureTheory.volume 0 β := kL.intervalIntegrable 0 β
  have jU : IntervalIntegrable (fun s => c 0 s + s * (β - s) / 2 * c 2 s)
    MeasureTheory.volume 0 β := kU.intervalIntegrable 0 β
  have mL := intervalIntegral.integral_mono_on hβ jL j0
    (fun s _ => sub_le_self _ (mul_nonneg (by positivity) (h4 s)))
  have mU := intervalIntegral.integral_mono_on hβ j0 jU (fun s hs => le_add_of_nonneg_right
      (mul_nonneg (div_nonneg (mul_nonneg hs.1 (sub_nonneg.2 hs.2)) zero_le_two) (h2 s)))
  rw [iL] at mL
  rw [iU] at mU
  exact ⟨by linarith, by linarith⟩
```

## The bounds on the static response

Now take $c_0=C_{AA}$, and set $B=[H,A]$ and $D=[H,B]$. Because $H$ and $A$ are Hermitian, $B^\dagger=[A,H]$ and $D^\dagger=[B^\dagger,H]$. Moving one commutator in the second derivative, and two in the fourth, gives

$$c_2=C_{DA}=C_{BB^\dagger}\ge0,\qquad c_4=C_{[H,[H,D]]\,A}=C_{DD^\dagger}\ge0 .$$

The end values are $c_0(0)=c_0(\beta)=\langle A^2\rangle$, so $T=\beta\langle A^2\rangle$. The end slopes are $c_1(0)=\langle BA\rangle$ and $c_1(\beta)=\langle AB\rangle$, with difference $\langle[A,[H,A]]\rangle$. Inserting these in the two trapezoid bounds gives the result.

The theorem `static_response_bounds` assumes that `H` and `A` are Hermitian (`hH`, `hA`) and that `β` is positive (`hβ`). It concludes that $K$ has zero imaginary part and that its real part satisfies the two inequalities. The equal-time averages enter through `.re`, which loses nothing, since $A^2$ and $[A,[H,A]]$ are Hermitian.

In the proof, `h2` and `h4` are the two positivity statements, `key` applies the trapezoid bounds to the iterated commutators `(comm H)^[k] A`, `hK` identifies $K$ with a real integral, and `hdc` expands the outer commutator.

```lean
/-- For Hermitian `H` and `A` and `β > 0`, the static response is real, at most `β⟨A²⟩`, and
at least `β⟨A²⟩ - (β²/12)⟨[A,[H,A]]⟩`, the averages entering through their real parts. -/
theorem static_response_bounds {H A : Matrix n n ℂ} (hH : H.IsHermitian)
    (hA : A.IsHermitian) {β : ℝ} (hβ : 0 < β) :
    (staticResponse β H A).im = 0 ∧
    β * (gibbsAverage β H (A * A)).re -
      β ^ 2 / 12 * (gibbsAverage β H (comm A (comm H A))).re ≤ (staticResponse β H A).re ∧
    (staticResponse β H A).re ≤ β * (gibbsAverage β H (A * A)).re := by
  have hstar : ∀ X : Matrix n n ℂ, (comm H X)ᴴ = comm Xᴴ H := fun X => by
    simp only [comm, Matrix.conjTranspose_sub, Matrix.conjTranspose_mul, hH.eq]
  have e1 : comm A H = (comm H A)ᴴ := by rw [hstar, hA.eq]
  have e2 : comm (comm A H) H = (comm H (comm H A))ᴴ := by rw [hstar, e1]
  -- even derivatives of the correlation function are nonnegative
  have h2 : ∀ s, 0 ≤ (correlation β H (comm H (comm H A)) A s).re := fun s => by
    rw [correlation_comm, e1]
    exact (Complex.nonneg_iff.1 (correlation_nonneg β hH _ s)).1
  have h4 : ∀ s, 0 ≤ (correlation β H (comm H (comm H (comm H (comm H A)))) A s).re :=
    fun s => by
      rw [correlation_comm, correlation_comm, e2]
      exact (Complex.nonneg_iff.1 (correlation_nonneg β hH _ s)).1
  have key := trapezoid_bounds (c := fun k s => (correlation β H ((comm H)^[k] A) A s).re)
    (fun k s => by
      simpa only [Function.iterate_succ_apply'] using
        hasDerivAt_correlation β H ((comm H)^[k] A) A s) hβ.le h2 h4
  simp only [Function.iterate_zero, Function.iterate_one, id_eq,
    (correlation_ends β H _ _).1, (correlation_ends β H _ _).2] at key
  have hK : staticResponse β H A =
      ((∫ s in (0 : ℝ)..β, (correlation β H A A s).re : ℝ) : ℂ) := by
    rw [staticResponse, ← intervalIntegral.integral_ofReal]
    refine intervalIntegral.integral_congr fun s _ => ?_
    have h := correlation_nonneg β hH A s
    rw [hA.eq] at h
    exact Complex.ext rfl (Complex.nonneg_iff.1 h).2.symm
  have hdc : ∀ B : Matrix n n ℂ, gibbsAverage β H (comm A B) =
      gibbsAverage β H (A * B) - gibbsAverage β H (B * A) := fun B => by
    simp only [comm, gibbsAverage, Matrix.mul_sub, Matrix.trace_sub, sub_div]
  rw [hK, Complex.ofReal_re, hdc, Complex.sub_re]
  exact ⟨Complex.ofReal_im _, by linarith [key.1], by linarith [key.2]⟩

end

end StaticResponseBounds
```

```lean
#print axioms StaticResponseBounds.static_response_bounds
-- 'StaticResponseBounds.static_response_bounds' depends on axioms: [propext, Classical.choice, Quot.sound]
```

For a simulation of a finite-dimensional model, interacting or not, the theorem turns two equal-time averages into an interval for $K$. The interval is narrow relative to its upper end when $\beta\langle[A,[H,A]]\rangle$ is small compared with $12\langle A^2\rangle$; for the susceptibility $K-\beta\langle A\rangle^2$, the comparison is with $12\,(\langle A^2\rangle-\langle A\rangle^2)$ instead. At low temperature the lower end of the interval for $K$ may be negative and carry no information. Unbounded operators, such as the position and energy of an oscillator in its full Hilbert space, would need a separate treatment.

## A lower bound from the midpoint

The convexity $c_2\ge0$ also gives a neighbouring bound, stated here without a formal proof. A convex function lies above its tangent at $s=\beta/2$, and the linear part of that tangent integrates to zero over $[0,\beta]$. Therefore

$$K\ge\beta\,\langle e^{\beta H/2}Ae^{-\beta H/2}A\rangle .$$

This lower bound is never negative, but it requires the correlation function at one nonzero imaginary time.
